# The Slater potential at an occupied site is the potential of the exchange hole

For real orthonormal orbitals of one spin, each occupied by one electron, on finitely many sites, the Slater potential at any site with positive density is the interaction summed against the exchange hole around that site. The hole is nowhere positive and contains exactly minus one electron. In electronic structure, this gives a local stand-in for the nonlocal exchange operator a direct physical meaning, here for fixed orbitals in a finite site model.

## Orbitals, exchange and hole

The occupied orbitals, each holding one electron, are labelled by a, b in `ι` and the sites by i, j, k in `n`; both sets are finite. The value of orbital a at site i is φ_a(i), in Lean `φ a i`.

```lean
import Mathlib

open Matrix

namespace SlaterHolePotential

noncomputable section

variable {ι n : Type*} [Fintype ι] [Fintype n]
```

Orthonormality means Σ_k φ_a(k) φ_b(k) = δ_ab, which is 1 for a = b and 0 otherwise.

```lean
/-- The orbitals `φ a` are orthonormal as real functions on the sites. -/
def OrthonormalOrbitals [DecidableEq ι] (φ : ι → n → ℝ) : Prop :=
  ∀ a b, φ a ⬝ᵥ φ b = if a = b then 1 else 0
```

The density matrix, whose diagonal is the density, is

G_ij = Σ_a φ_a(i) φ_a(j).

```lean
/-- The one-particle density matrix `G i j = ∑ a, φ a i * φ a j`; its diagonal is the density. -/
def densityMatrix (φ : ι → n → ℝ) : Matrix n n ℝ :=
  Matrix.of fun i j => ∑ a, φ a i * φ a j
```

The interaction w_ij is any real matrix, symmetric or not, with finite on-site entries. The exchange operator is

K_ij = −w_ij G_ij.

```lean
/-- The nonlocal exchange operator with kernel `-w i j * G i j`. -/
def exchangeOp (w : Matrix n n ℝ) (φ : ι → n → ℝ) : Matrix n n ℝ :=
  Matrix.of fun i j => -w i j * densityMatrix φ i j
```

The Slater potential is defined by how K acts on the orbitals, without reference to a hole:

V(i) = Σ_a φ_a(i) (Kφ_a)(i) / G_ii.

```lean
/-- The Slater potential at site `i`: the sum over orbitals of `φ a i` times the value at `i` of the
exchange operator applied to `φ a`, divided by the density there. -/
def slaterPotential (w : Matrix n n ℝ) (φ : ι → n → ℝ) (i : n) : ℝ :=
  (∑ a, φ a i * (exchangeOp w φ *ᵥ φ a) i) / densityMatrix φ i i
```

The hole at j around a reference electron at i is

h_ij = −G_ij² / G_ii.

```lean
/-- The exchange hole at site `j` around a reference electron at site `i`. -/
def exchangeHole (φ : ι → n → ℝ) (i j : n) : ℝ :=
  -(densityMatrix φ i j ^ 2 / densityMatrix φ i i)
```

The exchange energy is

E = ½ Σ_a Σ_i φ_a(i) (Kφ_a)(i).

The orbitals belong to one spin channel; there is no spin sum.

```lean
/-- The exchange energy: half the sum of the orbital expectation values of the
exchange operator. -/
def exchangeEnergy (w : Matrix n n ℝ) (φ : ι → n → ℝ) : ℝ :=
  1 / 2 * ∑ a, φ a ⬝ᵥ (exchangeOp w φ *ᵥ φ a)
```

## (a) The density matrix is a projector

Show that orthonormal orbitals give

G² = G.

**Solution.** Collect the sum over the intermediate site k into an overlap:

(G²)_ij = Σ_ab φ_a(i) φ_b(j) Σ_k φ_a(k) φ_b(k) = Σ_ab φ_a(i) φ_b(j) δ_ab = G_ij.

In the proof, `Finset.sum_comm` reorders the sums and `h'` supplies δ_ab.

```lean
/-- The density matrix of orthonormal orbitals is idempotent. -/
theorem densityMatrix_idempotent [DecidableEq ι] (φ : ι → n → ℝ)
    (h : OrthonormalOrbitals φ) :
    densityMatrix φ * densityMatrix φ = densityMatrix φ := by
  have h' : ∀ a b, φ a ⬝ᵥ φ b = if a = b then 1 else 0 := h
  ext i j
  simp only [Matrix.mul_apply, densityMatrix, Matrix.of_apply, Finset.sum_mul_sum]
  rw [Finset.sum_comm]
  refine Finset.sum_congr rfl fun a _ => ?_
  rw [Finset.sum_comm]
  -- the sum over the intermediate site is an orbital overlap
  calc _ = ∑ b, φ a i * φ b j * (φ a ⬝ᵥ φ b) := by
        refine Finset.sum_congr rfl fun b _ => ?_
        rw [dotProduct, Finset.mul_sum]
        exact Finset.sum_congr rfl fun k _ => by ring
    _ = φ a i * φ a j := by simp [h']
```

## (b) Exchange summed over orbitals

Show, for any real orbitals, that

Σ_a φ_a(i) (Kφ_a)(i) = −Σ_j w_ij G_ij².

**Solution.** Write out K and do the orbital sum first:

Σ_a φ_a(i) Σ_j (−w_ij G_ij) φ_a(j) = −Σ_j w_ij G_ij Σ_a φ_a(i) φ_a(j).

The last sum is a second factor G_ij, which `hG` identifies in the proof.

```lean
/-- The action of exchange on each orbital at a site, multiplied by the orbital's value there and
summed over orbitals, is minus the interaction summed against the squared density matrix. -/
theorem sum_orbital_exchange (w : Matrix n n ℝ) (φ : ι → n → ℝ) (i : n) :
    ∑ a, φ a i * (exchangeOp w φ *ᵥ φ a) i = -∑ j, w i j * densityMatrix φ i j ^ 2 := by
  simp only [exchangeOp, Matrix.mulVec, dotProduct, Matrix.of_apply, Finset.mul_sum]
  rw [Finset.sum_comm, ← Finset.sum_neg_distrib]
  refine Finset.sum_congr rfl fun j _ => ?_
  have hG : ∑ a, φ a i * φ a j = densityMatrix φ i j := rfl
  -- the orbital sum rebuilds a second factor of the density matrix
  calc _ = -(w i j * densityMatrix φ i j) * ∑ a, φ a i * φ a j := by
        rw [Finset.mul_sum]
        exact Finset.sum_congr rfl fun a _ => by ring
    _ = _ := by rw [hG]; ring
```

## (c) The hole potential and its sum rule

For orthonormal orbitals and G_ii > 0, show that

V(i) = Σ_j w_ij h_ij, h_ij ≤ 0 for all j, Σ_j h_ij = −1.

**Solution.** Dividing (b) by G_ii gives the first equation. The sign holds because a square is divided by a positive number. Since G is symmetric, the diagonal of (a) reads Σ_j G_ij² = G_ii (`hsum`), and dividing by −G_ii gives the sum rule.

```lean
/-- For orthonormal orbitals, at a site with positive density, the Slater potential is the
interaction summed against the exchange hole, and this hole is nonpositive and sums to minus one. -/
theorem slaterPotential_eq_hole_potential [DecidableEq ι] (w : Matrix n n ℝ)
    (φ : ι → n → ℝ) (h : OrthonormalOrbitals φ) (i : n) (hi : 0 < densityMatrix φ i i) :
    slaterPotential w φ i = ∑ j, w i j * exchangeHole φ i j ∧
      (∀ j, exchangeHole φ i j ≤ 0) ∧ ∑ j, exchangeHole φ i j = -1 := by
  refine ⟨?_, fun j => neg_nonpos.mpr (div_nonneg (sq_nonneg _) hi.le), ?_⟩
  · rw [slaterPotential, sum_orbital_exchange, neg_div, Finset.sum_div,
      ← Finset.sum_neg_distrib]
    refine Finset.sum_congr rfl fun j _ => ?_
    rw [exchangeHole]
    ring
  · -- the diagonal of `G * G = G` normalises the hole
    have hsum : ∑ j, densityMatrix φ i j ^ 2 = densityMatrix φ i i := by
      have hd := congrFun (congrFun (densityMatrix_idempotent φ h) i) i
      rw [Matrix.mul_apply] at hd
      refine Eq.trans (Finset.sum_congr rfl fun j _ => ?_) hd
      have hs : densityMatrix φ j i = densityMatrix φ i j :=
        Finset.sum_congr rfl fun a _ => mul_comm _ _
      rw [hs, sq]
    simp only [exchangeHole, Finset.sum_neg_distrib]
    rw [← Finset.sum_div, hsum, div_self hi.ne']
```

Without orthonormality the sum rule can fail: one orbital of value 2 on a single site has G = 4 and h = −4. For complex orbitals, with G_ij = Σ_a φ_a(i) φ_a(j)* and φ_a(i)* as the left factor in V(i), the same argument by hand gives the hole −|G_ij|²/G_ii.

## (d) Bounds from the interaction

Under the hypotheses of (c), let m ≤ w_ij ≤ M for every j. Show that

−M ≤ V(i) ≤ −m.

**Solution.** Multiplying by h_ij ≤ 0 reverses the inequalities: M h_ij ≤ w_ij h_ij ≤ m h_ij. Sum over j and use the sum rule.

```lean
/-- For orthonormal orbitals and positive density at site `i`, if every `w i j` lies between `m` and
`M`, the Slater potential at `i` lies between `-M` and `-m`. -/
theorem slaterPotential_bounds [DecidableEq ι] (w : Matrix n n ℝ) (φ : ι → n → ℝ)
    (h : OrthonormalOrbitals φ) (i : n) (hi : 0 < densityMatrix φ i i) (m M : ℝ)
    (hm : ∀ j, m ≤ w i j) (hM : ∀ j, w i j ≤ M) :
    -M ≤ slaterPotential w φ i ∧ slaterPotential w φ i ≤ -m := by
  obtain ⟨h1, h2, h3⟩ := slaterPotential_eq_hole_potential w φ h i hi
  rw [h1]
  constructor
  · calc -M = ∑ j, M * exchangeHole φ i j := by rw [← Finset.mul_sum, h3]; ring
      _ ≤ _ := Finset.sum_le_sum fun j _ => mul_le_mul_of_nonpos_right (hM j) (h2 j)
  · calc _ ≤ ∑ j, m * exchangeHole φ i j :=
          Finset.sum_le_sum fun j _ => mul_le_mul_of_nonpos_right (hm j) (h2 j)
      _ = -m := by rw [← Finset.mul_sum, h3]; ring
```

## (e) Empty sites included

Show at every site, for any real orbitals, that

G_ii V(i) = Σ_a φ_a(i) (Kφ_a)(i).

**Solution.** If G_ii ≠ 0, cancel it. If G_ii = Σ_a φ_a(i)² = 0, every φ_a(i) vanishes and both sides are zero, whatever value V(i) is given.

```lean
/-- At every site, density times Slater potential is the action of exchange on each orbital,
multiplied by the orbital's value there and summed over orbitals. -/
theorem density_mul_slaterPotential (w : Matrix n n ℝ) (φ : ι → n → ℝ) (i : n) :
    densityMatrix φ i i * slaterPotential w φ i
      = ∑ a, φ a i * (exchangeOp w φ *ᵥ φ a) i := by
  by_cases h0 : densityMatrix φ i i = 0
  · -- at an empty site every orbital vanishes
    have h0' : ∑ a, φ a i * φ a i = 0 := h0
    have hz : ∀ a, φ a i = 0 := fun a =>
      mul_self_eq_zero.mp ((Finset.sum_eq_zero_iff_of_nonneg
        (fun a _ => mul_self_nonneg (φ a i))).mp h0' a (Finset.mem_univ a))
    rw [h0]
    simp [hz]
  · rw [slaterPotential]
    field_simp
```

## (f) The exchange energy

Show that

E = ½ Σ_i G_ii V(i).

**Solution.** Swap the orbital and site sums in E, then apply (e) at each site.

```lean
/-- The exchange energy is half the density-weighted sum of the Slater potential. -/
theorem exchangeEnergy_eq_slater (w : Matrix n n ℝ) (φ : ι → n → ℝ) :
    exchangeEnergy w φ = 1 / 2 * ∑ i, densityMatrix φ i i * slaterPotential w φ i := by
  simp only [exchangeEnergy, density_mul_slaterPotential, dotProduct]
  rw [Finset.sum_comm]
```

## (g) The best local multiplier

Let G_ii > 0 and define the squared error D(u) = Σ_a [(Kφ_a)(i) − u φ_a(i)]². Show that

D(V(i)) < D(v) for every real v ≠ V(i).

**Solution.** Expand the square (`e` in the proof) and use (e) for the linear term:

D(u) = Σ_a (Kφ_a)(i)² − 2u G_ii V(i) + u² G_ii.

Hence D(v) − D(V(i)) = G_ii (v − V(i))² > 0. This is optimality site by site for given orbitals, not minimisation of an energy.

```lean
/-- At a site with nonzero density, any local multiplier `v` other than the Slater potential
reproduces the action of exchange on the orbitals with a larger summed squared error. -/
theorem slaterPotential_best_local (w : Matrix n n ℝ) (φ : ι → n → ℝ) (i : n)
    (hi : 0 < densityMatrix φ i i) (v : ℝ) (hv : v ≠ slaterPotential w φ i) :
    ∑ a, ((exchangeOp w φ *ᵥ φ a) i - slaterPotential w φ i * φ a i) ^ 2
      < ∑ a, ((exchangeOp w φ *ᵥ φ a) i - v * φ a i) ^ 2 := by
  -- the squared error is a quadratic polynomial in the multiplier
  have e : ∀ u : ℝ, ∑ a, ((exchangeOp w φ *ᵥ φ a) i - u * φ a i) ^ 2
      = ∑ a, (exchangeOp w φ *ᵥ φ a) i ^ 2
        - 2 * u * ∑ a, φ a i * (exchangeOp w φ *ᵥ φ a) i + u ^ 2 * densityMatrix φ i i := by
    intro u
    have hG : densityMatrix φ i i = ∑ a, φ a i * φ a i := rfl
    rw [hG, Finset.mul_sum, Finset.mul_sum, ← Finset.sum_sub_distrib,
      ← Finset.sum_add_distrib]
    exact Finset.sum_congr rfl fun a _ => by ring
  rw [e (slaterPotential w φ i), e v, ← density_mul_slaterPotential w φ i]
  have hne : v - slaterPotential w φ i ≠ 0 := sub_ne_zero.mpr hv
  have hpos : 0 < densityMatrix φ i i * (v - slaterPotential w φ i) ^ 2 := by positivity
  nlinarith [hpos]
```

## (h) Two orbitals on three sites

Show that (1/3, 2/3, 2/3) and (2/3, 1/3, −2/3) are orthonormal, with

G_ii > 0 at all three sites.

**Solution.** Both squared norms are 9/9 = 1, and the overlap is 2/9 + 2/9 − 4/9 = 0. The densities are 5/9, 5/9 and 8/9. Lean checks each case by arithmetic.

```lean
/-- Two real orbitals spread over three sites. -/
def sampleOrbitals : Fin 2 → Fin 3 → ℝ :=
  ![![1 / 3, 2 / 3, 2 / 3], ![2 / 3, 1 / 3, -2 / 3]]

/-- The two sample orbitals are orthonormal and give a positive density at all three sites. -/
theorem sampleOrbitals_witness :
    OrthonormalOrbitals sampleOrbitals ∧ ∀ i, 0 < densityMatrix sampleOrbitals i i := by
  constructor
  · unfold OrthonormalOrbitals
    intro a b
    fin_cases a <;> fin_cases b <;>
      norm_num [sampleOrbitals, dotProduct, Fin.sum_univ_succ]
  · intro i
    fin_cases i <;> norm_num [densityMatrix, sampleOrbitals, Fin.sum_univ_succ]

end

end SlaterHolePotential
```

```lean
#print axioms SlaterHolePotential.slaterPotential_eq_hole_potential
-- 'SlaterHolePotential.slaterPotential_eq_hole_potential' depends on axioms: [propext, Classical.choice, Quot.sound]
#print axioms SlaterHolePotential.slaterPotential_bounds
-- 'SlaterHolePotential.slaterPotential_bounds' depends on axioms: [propext, Classical.choice, Quot.sound]
#print axioms SlaterHolePotential.exchangeEnergy_eq_slater
-- 'SlaterHolePotential.exchangeEnergy_eq_slater' depends on axioms: [propext, Classical.choice, Quot.sound]
#print axioms SlaterHolePotential.slaterPotential_best_local
-- 'SlaterHolePotential.slaterPotential_best_local' depends on axioms: [propext, Classical.choice, Quot.sound]
```
